# Delta and Epsilon Can Rank Pairs of Displaced Parabolas Oppositely

## Energy curves, window and metrics

Let \(x\) be a structural coordinate, such as a lattice strain, and let \(w>0\) fix the window \([-w,w]\). The window average of a curve \(f\) is

\[
\langle f\rangle=\frac{1}{2w}\int_{-w}^{w} f(x)\,dx ,
\]

and its variance is \(\operatorname{Var} f=\langle (f-\langle f\rangle)^2\rangle\). Two curves \(f,g\) are compared by

\[
\Delta=\sqrt{\langle (f-g)^2\rangle},\qquad
\varepsilon^2=\frac{\langle (f-g)^2\rangle}{\sqrt{\operatorname{Var} f\,\operatorname{Var} g}} .
\]

\(\Delta\) carries units of energy; \(\varepsilon^2\) is dimensionless. Smaller values mean closer curves.

In a transferability test, one curve comes from a pseudopotential and the other from an all-electron reference. Here both are parabolas of curvature \(B\), with minima at \(-s\) and \(s\):

\[
f_{\pm}(x)=\tfrac12 B(x\pm s)^2 .
\]

The curvature stands for the stiffness of the material, and \(2s\) for the error in the equilibrium position. Both minima have energy zero, and the window is centred midway between them.

## What is stated

For \(B,s>0\),

\[
\Delta=\frac{2Bsw}{\sqrt3},\qquad \varepsilon^2=\frac{60s^2}{w^2+15s^2}.
\]

On \([-1,1]\) these become \(2Bs/\sqrt3\) and \(60s^2/(1+15s^2)\). For two pairs with positive parameters \((B_1,s_1)\) and \((B_2,s_2)\) on the same window, \(\Delta\) puts pair 1 closer while \(\varepsilon^2\) puts it farther apart exactly when \(B_1s_1<B_2s_2\) and \(s_2<s_1\).

In Lean, `avg`, `curveVar`, `meanSqDiff`, `delta` and `epsSq` are the quantities above, defined for arbitrary real functions. `parabola B c` is centred at `c`, so \(f_+\) is `parabola B (-s)` and \(f_-\) is `parabola B s`. The equivalence is `opposite_ranking_iff`. The closed forms need less than positivity: `delta_parabola` allows \(B,s\ge0\), and `epsSq_parabola` allows any real \(s\) and any \(B\ne0\).

Within this equal-curvature harmonic model, a pseudopotential test on a stiff material can therefore look worse in \(\Delta\) and better in \(\varepsilon\) than one on a soft material. Anharmonic curves and errors in the curvature itself are not covered.

## The two closed forms and their orderings

Odd powers average to zero over the window, while \(\langle x^2\rangle=w^2/3\) and \(\langle x^4\rangle=w^4/5\). The difference of the curves is linear, \(f_+-f_-=2Bsx\), so

\[
\langle (f_+-f_-)^2\rangle=\frac{4B^2s^2w^2}{3},
\]

and the square root is \(\Delta\).

For a parabola centred at \(c\), the mean is \(\tfrac B2(c^2+w^2/3)\). The deviation from it is \(\tfrac B2(x^2-2cx-w^2/3)\). Squaring and averaging gives

\[
\operatorname{Var}=\frac{B^2}{4}\left[\frac{w^4}{5}+\left(4c^2-\frac{2w^2}{3}\right)\frac{w^2}{3}+\frac{w^4}{9}\right]
=\frac{B^2w^2(w^2+15c^2)}{45}.
\]

This is the same for \(c=\pm s\), so the geometric mean of the variances is this common value. Dividing, \(B^2\) cancels:

\[
\varepsilon^2=\frac{4B^2s^2w^2}{3}\cdot\frac{45}{B^2w^2(w^2+15s^2)}=\frac{60s^2}{w^2+15s^2}.
\]

At fixed \(w\), \(\Delta\) is a positive constant times \(Bs\), so it orders pairs by \(Bs\). For \(\varepsilon^2\), cross-multiply the inequality \(\varepsilon_2^2<\varepsilon_1^2\). The terms in \(s_1^2s_2^2\) cancel, leaving \(w^2s_2^2<w^2s_1^2\), which for positive displacements means \(s_2<s_1\). Together these give the equivalence.

## The Lean file

```lean
import Mathlib

open Real

namespace PseudopotentialTransferMetrics

noncomputable section

/-- The average of a curve over the window from `-w` to `w`. -/
def avg (w : ℝ) (f : ℝ → ℝ) : ℝ := (∫ x in (-w)..w, f x) / (2 * w)

/-- The variance of an energy curve over the window. -/
def curveVar (w : ℝ) (f : ℝ → ℝ) : ℝ := avg w (fun x => (f x - avg w f) ^ 2)

/-- The mean-square difference of two energy curves over the window. -/
def meanSqDiff (w : ℝ) (f g : ℝ → ℝ) : ℝ := avg w (fun x => (f x - g x) ^ 2)

/-- The Delta metric: the root-mean-square difference of two energy curves. -/
def delta (w : ℝ) (f g : ℝ → ℝ) : ℝ := √(meanSqDiff w f g)

/-- The squared epsilon metric: the mean-square difference divided by the geometric mean
of the variances of the two curves. -/
def epsSq (w : ℝ) (f g : ℝ → ℝ) : ℝ :=
  meanSqDiff w f g / √(curveVar w f * curveVar w g)

/-- The parabolic energy curve with curvature `B` centred at `c`. -/
def parabola (B c : ℝ) : ℝ → ℝ := fun x => B * (x - c) ^ 2 / 2

/-- The window average of a quartic polynomial contains only its even coefficients. -/
theorem avg_quartic {w : ℝ} (hw : 0 < w) (a b c d e : ℝ) :
    avg w (fun x => a + b * x + c * x ^ 2 + d * x ^ 3 + e * x ^ 4)
      = a + c * w ^ 2 / 3 + e * w ^ 4 / 5 := by
  -- an explicit antiderivative
  have hd : ∀ x ∈ Set.uIcc (-w) w, HasDerivAt
      (fun x : ℝ => a * x + b / 2 * x ^ 2 + c / 3 * x ^ 3 + d / 4 * x ^ 4 + e / 5 * x ^ 5)
      (a + b * x + c * x ^ 2 + d * x ^ 3 + e * x ^ 4) x := by
    intro x _
    have h := (((((hasDerivAt_id' x).const_mul a).fun_add
      ((hasDerivAt_pow 2 x).const_mul (b / 2))).fun_add
      ((hasDerivAt_pow 3 x).const_mul (c / 3))).fun_add
      ((hasDerivAt_pow 4 x).const_mul (d / 4))).fun_add
      ((hasDerivAt_pow 5 x).const_mul (e / 5))
    refine h.congr_deriv ?_
    simp only [Nat.cast_ofNat, Nat.reduceSub]
    ring
  have hI := intervalIntegral.integral_eq_sub_of_hasDerivAt hd
    (Continuous.intervalIntegrable (by fun_prop) _ _)
  simp only [avg]
  rw [hI, div_eq_iff (by positivity)]
  ring

/-- The mean energy of a displaced parabola over the window. -/
theorem avg_parabola {w : ℝ} (hw : 0 < w) (B c : ℝ) :
    avg w (parabola B c) = B * (c ^ 2 + w ^ 2 / 3) / 2 := by
  have h : parabola B c = fun x =>
      B * c ^ 2 / 2 + (-(B * c)) * x + B / 2 * x ^ 2 + 0 * x ^ 3 + 0 * x ^ 4 := by
    funext x
    simp only [parabola]
    ring
  rw [h, avg_quartic hw]
  ring

/-- The variance of a displaced parabola over the window. -/
theorem curveVar_parabola {w : ℝ} (hw : 0 < w) (B c : ℝ) :
    curveVar w (parabola B c) = B ^ 2 * w ^ 2 * (w ^ 2 + 15 * c ^ 2) / 45 := by
  have h : (fun x => (parabola B c x - B * (c ^ 2 + w ^ 2 / 3) / 2) ^ 2) = fun x =>
      B ^ 2 * w ^ 4 / 36 + (B ^ 2 * c * w ^ 2 / 3) * x
        + (B ^ 2 * (c ^ 2 - w ^ 2 / 6)) * x ^ 2 + (-(B ^ 2 * c)) * x ^ 3
        + B ^ 2 / 4 * x ^ 4 := by
    funext x
    simp only [parabola]
    ring
  rw [curveVar, avg_parabola hw, h, avg_quartic hw]
  ring

/-- The mean-square difference of two equal parabolas centred at `-s` and `s`. -/
theorem meanSqDiff_parabola {w : ℝ} (hw : 0 < w) (B s : ℝ) :
    meanSqDiff w (parabola B (-s)) (parabola B s) = (2 * B * s * w) ^ 2 / 3 := by
  have h : (fun x => (parabola B (-s) x - parabola B s x) ^ 2) = fun x =>
      0 + 0 * x + (4 * B ^ 2 * s ^ 2) * x ^ 2 + 0 * x ^ 3 + 0 * x ^ 4 := by
    funext x
    simp only [parabola]
    ring
  rw [meanSqDiff, h, avg_quartic hw]
  ring

/-- The Delta metric of the displaced pair is proportional to curvature times
displacement. -/
theorem delta_parabola {w B s : ℝ} (hw : 0 < w) (hB : 0 ≤ B) (hs : 0 ≤ s) :
    delta w (parabola B (-s)) (parabola B s) = 2 * B * s * w / √3 := by
  rw [delta, meanSqDiff_parabola hw, Real.sqrt_div (sq_nonneg _),
    Real.sqrt_sq (by positivity)]

/-- The squared epsilon metric of the displaced pair is a function of displacement and
window width alone, whatever the nonzero curvature. -/
theorem epsSq_parabola {w B : ℝ} (hw : 0 < w) (hB : B ≠ 0) (s : ℝ) :
    epsSq w (parabola B (-s)) (parabola B s) = 60 * s ^ 2 / (w ^ 2 + 15 * s ^ 2) := by
  have hV : 0 < B ^ 2 * w ^ 2 * (w ^ 2 + 15 * s ^ 2) / 45 := by positivity
  have hD : 0 < w ^ 2 + 15 * s ^ 2 := by positivity
  -- both curves have the same variance, so the geometric mean is that variance
  rw [epsSq, meanSqDiff_parabola hw, curveVar_parabola hw, curveVar_parabola hw,
    neg_sq, Real.sqrt_mul_self hV.le, div_eq_div_iff hV.ne' hD.ne']
  ring

/-- Delta ranks the first pair as closer and epsilon ranks it as farther apart exactly when
its product of curvature and displacement is smaller and its displacement is larger. -/
theorem opposite_ranking_iff {w B₁ B₂ s₁ s₂ : ℝ} (hw : 0 < w)
    (hB₁ : 0 < B₁) (hB₂ : 0 < B₂) (hs₁ : 0 < s₁) (hs₂ : 0 < s₂) :
    (delta w (parabola B₁ (-s₁)) (parabola B₁ s₁)
        < delta w (parabola B₂ (-s₂)) (parabola B₂ s₂) ∧
      epsSq w (parabola B₂ (-s₂)) (parabola B₂ s₂)
        < epsSq w (parabola B₁ (-s₁)) (parabola B₁ s₁))
      ↔ (B₁ * s₁ < B₂ * s₂ ∧ s₂ < s₁) := by
  rw [delta_parabola hw hB₁.le hs₁.le, delta_parabola hw hB₂.le hs₂.le,
    epsSq_parabola hw hB₁.ne', epsSq_parabola hw hB₂.ne']
  have hk : 0 < 2 * w / √3 := by positivity
  have e : ∀ B s : ℝ, 2 * B * s * w / √3 = (2 * w / √3) * (B * s) := by
    intro B s
    ring
  rw [e B₁ s₁, e B₂ s₂, div_lt_div_iff₀ (by positivity) (by positivity)]
  have hw2 : 0 < w ^ 2 := by positivity
  refine and_congr ⟨fun h => lt_of_mul_lt_mul_left h hk.le,
    fun h => mul_lt_mul_of_pos_left h hk⟩ ⟨fun h => ?_, fun h => ?_⟩
  -- epsilon grows strictly with the displacement
  · by_contra hn
    have hle : s₁ ^ 2 ≤ s₂ ^ 2 := by nlinarith [not_lt.mp hn]
    have hm := mul_le_mul_of_nonneg_left hle hw2.le
    nlinarith
  · have hlt : s₂ ^ 2 < s₁ ^ 2 := by nlinarith
    have hm := mul_lt_mul_of_pos_left hlt hw2
    nlinarith

/-- On the window from `-1` to `1`, the pair with curvature 1 and displacement 2 has smaller
Delta but larger epsilon than the pair with curvature 3 and displacement 1. -/
theorem opposite_ranking_witness :
    delta 1 (parabola 1 (-2)) (parabola 1 2) < delta 1 (parabola 3 (-1)) (parabola 3 1) ∧
      epsSq 1 (parabola 3 (-1)) (parabola 3 1) < epsSq 1 (parabola 1 (-2)) (parabola 1 2) :=
  (opposite_ranking_iff (by norm_num) (by norm_num) (by norm_num) (by norm_num)
    (by norm_num)).mpr ⟨by norm_num, by norm_num⟩

end

end PseudopotentialTransferMetrics
```

```lean
#print axioms PseudopotentialTransferMetrics.delta_parabola
#print axioms PseudopotentialTransferMetrics.opposite_ranking_iff
```

```
'PseudopotentialTransferMetrics.delta_parabola' depends on axioms: [propext, Classical.choice, Quot.sound]
'PseudopotentialTransferMetrics.opposite_ranking_iff' depends on axioms: [propext, Classical.choice, Quot.sound]
```

## How the proof follows the calculation

`avg_quartic` does the only integration. It supplies an explicit antiderivative, checks its derivative term by term, and applies the fundamental theorem of calculus. `avg_parabola`, `curveVar_parabola` and `meanSqDiff_parabola` each rewrite their integrand as a quartic, with `ring` confirming the expansion, and then use that lemma.

`delta_parabola` takes the square root, using the signs of \(B\) and \(s\). In `epsSq_parabola`, `Real.sqrt_mul_self` reduces the geometric mean of two equal variances to that variance; cross-multiplication and `ring` finish the cancellation.

`opposite_ranking_iff` inserts the closed forms and splits the claim with `and_congr`. The \(\Delta\) half cancels the factor \(2w/\sqrt3\). The \(\varepsilon^2\) half compares \(w^2s_1^2\) with \(w^2s_2^2\), by contradiction in one direction and directly in the other, with `nlinarith` closing the inequalities.

`opposite_ranking_witness` applies the equivalence at \(w=1\) to \((B_1,s_1)=(1,2)\) and \((B_2,s_2)=(3,1)\). The values are \(\Delta=4/\sqrt3\) against \(6/\sqrt3\), and \(\varepsilon^2=240/61\) against \(15/4\). The minima of the first pair lie outside the window, but the reversal does not depend on that: \((1,\tfrac12)\) and \((3,\tfrac14)\) also meet both conditions.
